# Diagonalizing two pair-coupled boson modes for |g| < w, with Luttinger parameter K = √((w − g)/(w + g))

In a one-dimensional gas of spinless electrons, low-energy density waves run to the right and to the left. At one wavelength I describe them by bosons a and b of energy w. The interaction between the two directions creates and destroys them in pairs with strength g:

H = w(a†a + b†b) + g(ab + a†b†)

For |g| < w, a hyperbolic rotation should give two independent bosons of energy E = √(w² − g²), and its angle should fix the Luttinger parameter K = √((w − g)/(w + g)). Can this be made rigorous and machine-checked, including the constant term?

## Rotating the modes until the pair term vanishes

Yes, from the commutation relations alone. Write c = cosh t, s = sinh t and set

A = c a + s b†,  B = c b + s a†.

Given [a,a†] = [b,b†] = 1 and [a,b] = [a,b†] = 0, the adjoint of [a,b] = 0 gives [b†,a†] = 0. Hence

[A,A†] = c² − s² = 1, and likewise [B,B†] = 1

[A,B] = cs[a,a†] + cs[b†,b] = cs − cs = 0

[A,B†] = (c² − s²)[a,b†] = 0.

Let N = a†a + b†b and P = ab + a†b†, with N′ and P′ the same expressions in A and B. Put C = cosh 2t = c² + s² and S = sinh 2t = 2cs. Multiplying out and using aa† = a†a + 1 and bb† = b†b + 1,

N′ + 1 = C(N + 1) + S P

P′ = S(N + 1) + C P.

Since C² − S² = 1, these invert to

N + 1 = C(N′ + 1) − S P′

P = C P′ − S(N′ + 1).

Substituting into H = wN + gP gives, at any angle,

H = (wC − gS)N′ + (gC − wS)P′ + w(C − 1) − gS.

Now choose tanh 2t = g/w. Then C²(1 − g²/w²) = 1, so C = w/E and S = g/E. The pair coefficient vanishes and wC − gS = E, leaving

H = E(A†A + B†B) + E − w

exp(−2t) = C − S = (w − g)/E = K.

Conversely, exp(−2t) = K gives tanh 2t = (1 − K²)/(1 + K²) = g/w. As K > 0, exactly one angle works: t = −½ ln K.

K also rescales fluctuations. Since A + B† = eᵗ(a + b†) and A − B† = e⁻ᵗ(a − b†), the squared density amplitude (a + b†)(a + b†)† is K times its counterpart in A and B; for the current amplitude a − b† the factor is 1/K.

At g = 0 everything reduces to t = 0, A = a, B = b, E = w and K = 1.

## What the Lean theorem says

`luttinger_diagonalization` takes a `BosonPair a b`, `|g| < w` and the angle condition, and returns the new `BosonPair`, the diagonal form of H and the value of K. Here `R` is a real star-algebra, `star` is the adjoint †, `mix t a b` is A, `mix t b a` is B, and `pairHam w g a b` is H. The condition |g| < w keeps both w + g and w − g positive; these are the stiffnesses of density and current fluctuations.

The boson relations are assumed, not derived from electrons, and no instance is constructed; matrices of nonzero finite size cannot satisfy them. Within the usual bosonized model with linear dispersion and g/w the same at every wavelength, this is the step at a single wavelength that yields the K entering correlation exponents.

Ladder operators on Fock space are the usual realization of these relations. They would let one discuss the vacuum and spectrum, at the price of operator domains; reading E − w as a ground-state energy needs that extra structure.

```lean
import Mathlib

namespace LuttingerPair

noncomputable section

variable {R : Type*} [Ring R] [StarRing R] [Algebra ℝ R] [StarModule ℝ R]

/-- Two independent boson modes `a` and `b`: each is canonical, and `a` commutes with
`b` and with the adjoint of `b`. -/
structure BosonPair {R : Type*} [Ring R] [StarRing R] (a b : R) : Prop where
  a_ccr : a * star a - star a * a = 1
  b_ccr : b * star b - star b * b = 1
  ab_comm : a * b - b * a = 0
  ab_star_comm : a * star b - star b * a = 0

-- No real or complex matrices of nonzero finite size satisfy the relations (take traces);
-- the usual instance is the algebra
-- of ladder operators on states of finitely many bosons, which is not constructed here.

/-- The two-mode transformation `cosh t a + sinh t b*`. -/
def mix (t : ℝ) (a b : R) : R := Real.cosh t • a + Real.sinh t • star b

/-- Right and left movers of energy `w`, coupled by pair creation and annihilation of
strength `g`. -/
def pairHam (w g : ℝ) (a b : R) : R :=
  w • (star a * a + star b * b) + g • (a * b + star a * star b)

/-- The Luttinger parameter `K = sqrt ((w - g) / (w + g))`. -/
def luttingerK (w g : ℝ) : ℝ := Real.sqrt ((w - g) / (w + g))

/-- The transformed operators `A = cosh t a + sinh t b*` and `B = cosh t b + sinh t a*`
are again two independent boson modes. -/
theorem bosonPair_mix {a b : R} (h : BosonPair a b) (t : ℝ) :
    BosonPair (mix t a b) (mix t b a) := by
  have hc := Real.cosh_sq_sub_sinh_sq t
  have hs : star b * star a - star a * star b = 0 := by
    have := congrArg star h.ab_comm
    simpa only [star_sub, star_mul, star_zero] using this
  constructor
  all_goals simp only [mix, star_add, star_smul, star_trivial, star_star, mul_add, add_mul,
    smul_mul_assoc, mul_smul_comm]
  · linear_combination (norm := module) (Real.cosh t ^ 2) • h.a_ccr
      - (Real.sinh t ^ 2) • h.b_ccr + (Real.cosh t * Real.sinh t) • h.ab_comm
      + (Real.cosh t * Real.sinh t) • hs + hc • (1 : R)
  · linear_combination (norm := module) (Real.cosh t ^ 2) • h.b_ccr
      - (Real.sinh t ^ 2) • h.a_ccr - (Real.cosh t * Real.sinh t) • h.ab_comm
      - (Real.cosh t * Real.sinh t) • hs + hc • (1 : R)
  · linear_combination (norm := module) (Real.cosh t ^ 2) • h.ab_comm
      + (Real.cosh t * Real.sinh t) • h.a_ccr - (Real.cosh t * Real.sinh t) • h.b_ccr
      + (Real.sinh t ^ 2) • hs
  · linear_combination (norm := module)
      (Real.cosh t ^ 2 - Real.sinh t ^ 2) • h.ab_star_comm

/-- The Hamiltonian in the transformed bosons at an arbitrary angle `t`: a pair Hamiltonian
with new energy and coupling, plus a constant. -/
theorem pairHam_mix {a b : R} (h : BosonPair a b) (w g t : ℝ) :
    pairHam w g a b =
      pairHam (w * Real.cosh (2 * t) - g * Real.sinh (2 * t))
        (g * Real.cosh (2 * t) - w * Real.sinh (2 * t)) (mix t a b) (mix t b a)
      + (w * (Real.cosh (2 * t) - 1) - g * Real.sinh (2 * t)) • (1 : R) := by
  have hc := Real.cosh_sq_sub_sinh_sq t
  have hC := Real.cosh_sq_sub_sinh_sq (2 * t)
  have hs : star b * star a - star a * star b = 0 := by
    have := congrArg star h.ab_comm
    simpa only [star_sub, star_mul, star_zero] using this
  -- the number operator of the new bosons
  have hN : star (mix t a b) * mix t a b + star (mix t b a) * mix t b a =
      Real.cosh (2 * t) • (star a * a + star b * b)
      + Real.sinh (2 * t) • (a * b + star a * star b)
      + (Real.cosh (2 * t) - 1) • (1 : R) := by
    rw [Real.cosh_two_mul, Real.sinh_two_mul]
    simp only [mix, star_add, star_smul, star_trivial, star_star, mul_add, add_mul,
      smul_mul_assoc, mul_smul_comm]
    linear_combination (norm := module) (Real.sinh t ^ 2) • h.a_ccr
      + (Real.sinh t ^ 2) • h.b_ccr - (Real.cosh t * Real.sinh t) • h.ab_comm
      + (Real.cosh t * Real.sinh t) • hs - hc • (1 : R)
  -- the pair operator of the new bosons
  have hP : mix t a b * mix t b a + star (mix t a b) * star (mix t b a) =
      Real.cosh (2 * t) • (a * b + star a * star b)
      + Real.sinh (2 * t) • (star a * a + star b * b)
      + Real.sinh (2 * t) • (1 : R) := by
    rw [Real.cosh_two_mul, Real.sinh_two_mul]
    simp only [mix, star_add, star_smul, star_trivial, star_star, mul_add, add_mul,
      smul_mul_assoc, mul_smul_comm]
    linear_combination (norm := module) (Real.cosh t * Real.sinh t) • h.a_ccr
      + (Real.cosh t * Real.sinh t) • h.b_ccr - (Real.sinh t ^ 2) • h.ab_comm
      + (Real.sinh t ^ 2) • hs
  simp only [pairHam]
  rw [hN, hP]
  linear_combination (norm := module) -(hC • (w • (star a * a + star b * b)
    + g • (a * b + star a * star b) + w • (1 : R)))

/-- For `|g| < w`, the condition `tanh 2t = g / w` says the same as `exp (-2t) = K`. -/
theorem tanh_eq_iff_exp_eq_luttingerK {w g : ℝ} (hg : |g| < w) (t : ℝ) :
    Real.tanh (2 * t) = g / w ↔ Real.exp (-2 * t) = luttingerK w g := by
  obtain ⟨h1, h2⟩ := abs_lt.mp hg
  have hw : 0 < w := (abs_nonneg g).trans_lt hg
  have hp : 0 < w + g := by linarith
  have hm : 0 < w - g := by linarith
  have hC := Real.cosh_sq_sub_sinh_sq (2 * t)
  have he : Real.exp (-2 * t) = Real.cosh (2 * t) - Real.sinh (2 * t) := by
    rw [Real.cosh_sub_sinh, neg_mul]
  have hpos : 0 < Real.cosh (2 * t) - Real.sinh (2 * t) := he ▸ Real.exp_pos _
  rw [Real.tanh_eq_sinh_div_cosh, div_eq_div_iff (Real.cosh_pos _).ne' hw.ne', he, luttingerK]
  constructor
  · intro h
    have hk : (w - g) / (w + g) = (Real.cosh (2 * t) - Real.sinh (2 * t)) ^ 2 := by
      rw [div_eq_iff hp.ne']
      linear_combination -(w - g) * hC + 2 * (Real.cosh (2 * t) - Real.sinh (2 * t)) * h
    rw [hk, Real.sqrt_sq hpos.le]
  · intro h
    have hk : (Real.cosh (2 * t) - Real.sinh (2 * t)) ^ 2 * (w + g) = w - g := by
      rw [h, Real.sq_sqrt (div_pos hm hp).le, div_mul_cancel₀ _ hp.ne']
    linear_combination -(1 / 2) * (Real.cosh (2 * t) + Real.sinh (2 * t)) * hk
      + (1 / 2) * (Real.cosh (2 * t) - Real.sinh (2 * t)) * (w + g) * hC

/-- For `|g| < w` there is exactly one angle `t` with `tanh 2t = g / w`. -/
theorem existsUnique_angle {w g : ℝ} (hg : |g| < w) :
    ∃! t : ℝ, Real.tanh (2 * t) = g / w := by
  obtain ⟨h1, h2⟩ := abs_lt.mp hg
  have hK : 0 < luttingerK w g :=
    Real.sqrt_pos.mpr (div_pos (by linarith) (by linarith))
  refine ⟨-Real.log (luttingerK w g) / 2, ?_, ?_⟩
  · refine (tanh_eq_iff_exp_eq_luttingerK hg _).2 ?_
    rw [show -2 * (-Real.log (luttingerK w g) / 2) = Real.log (luttingerK w g) by ring,
      Real.exp_log hK]
  · intro t ht
    have hk := (tanh_eq_iff_exp_eq_luttingerK hg t).1 ht
    rw [← hk, Real.log_exp]
    ring

/-- For `|g| < w`, with `E = sqrt (w² - g²)` and `tanh 2t = g / w`, one has `E cosh 2t = w` and `E
sinh 2t = g`. -/
theorem energy_mul_cosh_sinh {w g t : ℝ} (hg : |g| < w) (ht : Real.tanh (2 * t) = g / w) :
    Real.sqrt (w ^ 2 - g ^ 2) * Real.cosh (2 * t) = w ∧
      Real.sqrt (w ^ 2 - g ^ 2) * Real.sinh (2 * t) = g := by
  have hw : 0 < w := (abs_nonneg g).trans_lt hg
  have hc : 0 < Real.cosh (2 * t) := Real.cosh_pos _
  have hC := Real.cosh_sq_sub_sinh_sq (2 * t)
  rw [Real.tanh_eq_sinh_div_cosh, div_eq_div_iff hc.ne' hw.ne'] at ht
  have hq : w ^ 2 - g ^ 2 = (w / Real.cosh (2 * t)) ^ 2 := by
    rw [div_pow, eq_div_iff (pow_pos hc 2).ne']
    linear_combination w ^ 2 * hC + (Real.sinh (2 * t) * w + g * Real.cosh (2 * t)) * ht
  rw [hq, Real.sqrt_sq (div_pos hw hc).le]
  refine ⟨div_mul_cancel₀ _ hc.ne', ?_⟩
  rw [div_mul_eq_mul_div, div_eq_iff hc.ne']
  linear_combination ht

/-- For `|g| < w` and `tanh 2t = g / w`, the transformed operators are independent bosons,
the Hamiltonian is `E (A*A + B*B) + E - w` with `E = sqrt (w² - g²)`, and `exp (-2t) = K`. -/
theorem luttinger_diagonalization {a b : R} (h : BosonPair a b) {w g t : ℝ}
    (hg : |g| < w) (ht : Real.tanh (2 * t) = g / w) :
    BosonPair (mix t a b) (mix t b a) ∧
    pairHam w g a b =
      Real.sqrt (w ^ 2 - g ^ 2) •
        (star (mix t a b) * mix t a b + star (mix t b a) * mix t b a)
      + (Real.sqrt (w ^ 2 - g ^ 2) - w) • (1 : R) ∧
    Real.exp (-2 * t) = luttingerK w g := by
  refine ⟨bosonPair_mix h t, ?_, (tanh_eq_iff_exp_eq_luttingerK hg t).1 ht⟩
  obtain ⟨h1, h2⟩ := energy_mul_cosh_sinh hg ht
  have hC := Real.cosh_sq_sub_sinh_sq (2 * t)
  have e1 : w * Real.cosh (2 * t) - g * Real.sinh (2 * t) = Real.sqrt (w ^ 2 - g ^ 2) := by
    linear_combination Real.sqrt (w ^ 2 - g ^ 2) * hC - Real.cosh (2 * t) * h1
      + Real.sinh (2 * t) * h2
  -- the residual pair coupling vanishes at this angle
  have e2 : g * Real.cosh (2 * t) - w * Real.sinh (2 * t) = 0 := by
    linear_combination Real.sinh (2 * t) * h1 - Real.cosh (2 * t) * h2
  have e3 : w * (Real.cosh (2 * t) - 1) - g * Real.sinh (2 * t)
      = Real.sqrt (w ^ 2 - g ^ 2) - w := by
    linear_combination e1
  rw [pairHam_mix h w g t, e1, e2, e3]
  simp only [pairHam, zero_smul, add_zero]

/-- For `|g| < w` and `tanh 2t = g / w`, the squared amplitude of `a + b*` is `K` times that of `A +
B*`, and the squared amplitude of `a - b*` is `1/K` times that of `A - B*`. -/
theorem density_current_rescaling (a b : R) {w g t : ℝ}
    (hg : |g| < w) (ht : Real.tanh (2 * t) = g / w) :
    (a + star b) * star (a + star b) = luttingerK w g •
      ((mix t a b + star (mix t b a)) * star (mix t a b + star (mix t b a))) ∧
    (a - star b) * star (a - star b) = (luttingerK w g)⁻¹ •
      ((mix t a b - star (mix t b a)) * star (mix t a b - star (mix t b a))) := by
  have hp : mix t a b + star (mix t b a) = Real.exp t • (a + star b) := by
    rw [← Real.cosh_add_sinh]
    simp only [mix, star_add, star_smul, star_trivial, star_star]
    module
  have hm : mix t a b - star (mix t b a) = Real.exp (-t) • (a - star b) := by
    rw [← Real.cosh_sub_sinh]
    simp only [mix, star_add, star_smul, star_trivial, star_star]
    module
  have e1 : Real.exp (-2 * t) * (Real.exp t * Real.exp t) = 1 := by
    rw [← Real.exp_add, ← Real.exp_add, show -2 * t + (t + t) = 0 by ring, Real.exp_zero]
  have e2 : (Real.exp (-2 * t))⁻¹ * (Real.exp (-t) * Real.exp (-t)) = 1 := by
    rw [← Real.exp_neg, ← Real.exp_add, ← Real.exp_add,
      show -(-2 * t) + (-t + -t) = 0 by ring, Real.exp_zero]
  rw [← (tanh_eq_iff_exp_eq_luttingerK hg t).1 ht, hp, hm]
  simp only [star_smul, star_trivial, smul_mul_assoc, mul_smul_comm]
  constructor
  · linear_combination (norm := module) -(e1 • ((a + star b) * star (a + star b)))
  · linear_combination (norm := module) -(e2 • ((a - star b) * star (a - star b)))

end

end LuttingerPair
```

```lean
#print axioms LuttingerPair.bosonPair_mix
#print axioms LuttingerPair.existsUnique_angle
#print axioms LuttingerPair.luttinger_diagonalization
#print axioms LuttingerPair.density_current_rescaling
```

```
'LuttingerPair.bosonPair_mix' depends on axioms: [propext, Classical.choice, Quot.sound]
'LuttingerPair.existsUnique_angle' depends on axioms: [propext, Classical.choice, Quot.sound]
'LuttingerPair.luttinger_diagonalization' depends on axioms: [propext, Classical.choice, Quot.sound]
'LuttingerPair.density_current_rescaling' depends on axioms: [propext, Classical.choice, Quot.sound]
```

## How the proof follows the algebra

In `bosonPair_mix`, `simp` multiplies out the products, and `linear_combination (norm := module)` adds the commutation relations with the coefficients c², s² and cs found above. `hs` is the adjoint relation.

`pairHam_mix` proves the expansions of N′ and P′ as `hN` and `hP`, then uses C² − S² = 1 to obtain H at any angle. `energy_mul_cosh_sinh` supplies EC = w and ES = g, from which the main theorem computes the new energy, the zero pair coupling and the constant.

`tanh_eq_iff_exp_eq_luttingerK` proves both directions of the angle condition by squaring C − S, which is positive because it is an exponential. `existsUnique_angle` then takes the logarithm. `density_current_rescaling` uses the factors e^(±t) and needs no commutation relations.
